# With ħ = 1, the anticommutator of σ·p and σ·r is 2 r·p − 3i on polynomial spinors

The theorem states that (σ·p)(σ·r) + (σ·r)(σ·p) = 2 r·p − 3i, where σ is the vector of Pauli matrices, r is position and p = −i∇, so that ħ = 1. It is an algebraic identity, proved for each component of a two-component spinor whose entries are complex polynomials in the three Cartesian coordinates; no inner product or normalisation enters. The attempt applies the Pauli product identity (σ·A)(σ·B) = A·B + i σ·(A × B) to both orderings. The two cross-product terms should then cancel, because p × r = −r × p, and the rest follows from p·r = r·p − 3i.

The failing Lean file:

```lean
import Mathlib

open MvPolynomial
open Complex (I)

namespace SigmaAnticommutator

noncomputable section

/-- Complex polynomials in the three Cartesian coordinates. -/
abbrev Poly := MvPolynomial (Fin 3) ℂ

/-- Linear operators on polynomials. -/
abbrev Op := Module.End ℂ Poly

/-- Two-component spinors with polynomial entries. -/
abbrev Spinor := Fin 2 → Poly

/-- The three Pauli matrices. -/
def pauli : Fin 3 → Matrix (Fin 2) (Fin 2) ℂ
  | 0 => !![0, 1; 1, 0]
  | 1 => !![0, -I; I, 0]
  | 2 => !![1, 0; 0, -1]

/-- The position operator: multiplication by a coordinate. -/
def position (k : Fin 3) : Op := LinearMap.mulLeft ℂ (X k)

/-- The momentum operator `p = -i ∇`. -/
def momentum (k : Fin 3) : Op :=
  (-I) • ((pderiv k : Derivation ℂ Poly Poly) : Poly →ₗ[ℂ] Poly)

/-- The scalar product `A · B` of two vector operators, in this order. -/
def dotOp (A B : Fin 3 → Op) : Op := ∑ k, A k * B k

/-- The vector product `A × B` of two vector operators, in this order. -/
def cross (A B : Fin 3 → Op) : Fin 3 → Op
  | 0 => A 1 * B 2 - A 2 * B 1
  | 1 => A 2 * B 0 - A 0 * B 2
  | 2 => A 0 * B 1 - A 1 * B 0

/-- The operator `σ · V` acting on a spinor. -/
def sigmaDot (V : Fin 3 → Op) (ψ : Spinor) : Spinor :=
  fun a => ∑ k, ∑ b, pauli k a b • V k (ψ b)

/-- The upper and lower components of `σ · V ψ`. -/
theorem sigmaDot_components (V : Fin 3 → Op) (ψ : Spinor) :
    sigmaDot V ψ 0 = V 2 (ψ 0) + V 0 (ψ 1) - I • V 1 (ψ 1) ∧
    sigmaDot V ψ 1 = V 0 (ψ 0) + I • V 1 (ψ 0) - V 2 (ψ 1) := by
  constructor <;> simp [sigmaDot, pauli, Fin.sum_univ_three] <;> module

/-- The canonical commutation relation `p_j r_k = r_k p_j - i δ_jk`. -/
theorem momentum_position (j k : Fin 3) (f : Poly) :
    momentum j (position k f) =
      position k (momentum j f) - (if j = k then I else 0) • f := by
  change (-I) • pderiv j (X k * f) = X k * ((-I) • pderiv j f) - _
  rw [Derivation.leibniz]
  rcases eq_or_ne j k with rfl | h
  · rw [if_pos rfl, pderiv_X_self]
    simp only [smul_eq_mul]
    simp only [smul_eq_C_mul, map_neg]
    ring
  · rw [if_neg h, pderiv_X_of_ne h.symm]
    simp only [smul_eq_mul]
    simp only [smul_eq_C_mul, map_neg, map_zero]
    ring

/-- The Pauli product identity `(σ·A)(σ·B) = A·B + i σ·(A × B)` for vector operators;
with `A = r` and `B = p` the last term is `i σ·L`. -/
theorem pauli_product (A B : Fin 3 → Op) (ψ : Spinor) (a : Fin 2) :
    sigmaDot A (sigmaDot B ψ) a = dotOp A B (ψ a) + I • sigmaDot (cross A B) ψ a := by
  match a with
  | 0 =>
    rw [(sigmaDot_components A (sigmaDot B ψ)).1, (sigmaDot_components B ψ).1,
      (sigmaDot_components B ψ).2, (sigmaDot_components (cross A B) ψ).1]
    simp only [dotOp, cross, Fin.sum_univ_three, LinearMap.add_apply, LinearMap.sub_apply,
      Module.End.mul_apply, map_add, map_sub, map_smul, smul_add, smul_sub, smul_smul,
      Complex.I_mul_I, neg_smul, one_smul]
    module
  | 1 =>
    rw [(sigmaDot_components A (sigmaDot B ψ)).2, (sigmaDot_components B ψ).1,
      (sigmaDot_components B ψ).2, (sigmaDot_components (cross A B) ψ).2]
    simp only [dotOp, cross, Fin.sum_univ_three, LinearMap.add_apply, LinearMap.sub_apply,
      Module.End.mul_apply, map_add, map_sub, map_smul, smul_add, smul_sub, smul_smul,
      Complex.I_mul_I, neg_smul, one_smul]
    module

/-- The anticommutator `(σ·p)(σ·r) + (σ·r)(σ·p) = 2 r·p - 3i`. -/
theorem sigma_anticommutator (φ : Spinor) (a : Fin 2) :
    sigmaDot momentum (sigmaDot position φ) a + sigmaDot position (sigmaDot momentum φ) a
      = (2 : ℂ) • dotOp position momentum (φ a) - (3 * I) • φ a := by
  have h : cross momentum position = -cross position momentum :=
    funext fun k => LinearMap.ext fun f => by
      match k with
      | 0 => simp [cross, momentum_position]
      | 1 => simp [cross, momentum_position]
      | 2 => simp [cross, momentum_position]
  have hn : sigmaDot (-cross position momentum) φ a
      = -sigmaDot (cross position momentum) φ a := by
    simp [sigmaDot]
  have hdot : dotOp momentum position (φ a)
      = dotOp position momentum (φ a) - (3 * I) • φ a := by
    simp only [dotOp, Fin.sum_univ_three, LinearMap.add_apply, Module.End.mul_apply,
      momentum_position, reduceIte]
    module
  rw [pauli_product momentum position, pauli_product position momentum, h, hn, hdot]
  module

end

end SigmaAnticommutator
```

Compiling this gives:

```
Main.lean:98:51: error: unsolved goals
φ : Spinor
a : Fin 2
h : cross momentum position = -cross position momentum
⊢ ∑ x, (-(pauli x a 1 • (cross position momentum x) (φ 1)) + -(pauli x a 0 • (cross position momentum x) (φ 0))) =
    -∑ x, (pauli x a 0 • (cross position momentum x) (φ 0) + pauli x a 1 • (cross position momentum x) (φ 1))
```

The error is in the auxiliary step `hn`, which says that reversing the sign of the vector operator r × p reverses the sign of σ·(r × p) φ. The goal left by `simp [sigmaDot]` is true, but its two sides have different shapes. `simp` has written out the inner sum over the two spinor components. On the left, each term of the outer sum is now a sum of two negatives, in reversed order, which is the form that `neg_add_rev` gives to the negative of a sum. On the right, the minus sign still stands outside the whole outer sum. `Finset.sum_neg_distrib` can't bring the left side to that form, since it needs each summand to be a single negative.

The repair uses `simp only` with a short list of lemmas. `Pi.neg_apply` and `LinearMap.neg_apply` carry the minus sign from the vector operator to the value of each component, `smul_neg` moves it past the Pauli matrix entry, and `Finset.sum_neg_distrib` takes it out of both sums. Nothing in the list expands the inner sum or splits the negative of a sum, so the two sides become identical and the goal closes.

As a diff, the version that Lean accepts:

```diff
@@ -97,5 +97,6 @@
   have hn : sigmaDot (-cross position momentum) φ a
       = -sigmaDot (cross position momentum) φ a := by
-    simp [sigmaDot]
+    simp only [sigmaDot, Pi.neg_apply, LinearMap.neg_apply, smul_neg,
+      Finset.sum_neg_distrib]
   have hdot : dotOp momentum position (φ a)
       = dotOp position momentum (φ a) - (3 * I) • φ a := by
```
